# In 2k+1 dimensions, charge conjugation has sign (−1)^k when the gamma matrices multiply to a nonzero scalar

A Dirac fermion confined to a plane lives in two space dimensions and one time dimension, and a two-component spinor with three gamma matrices describes it. Charge conjugation, which exchanges particle and antiparticle, can be written with a matrix C that carries every gamma matrix to its transpose, up to one common sign. In four spacetime dimensions, with the usual 4×4 gamma matrices, both signs are available. For the two-component planar fermion only one of them is.

## One admissible sign for each k

Let g_0, …, g_2k be complex N×N matrices with N ≥ 1. Suppose that any two different ones anticommute, and that their product in index order is a nonzero multiple of the identity:

g_0 g_1 ⋯ g_2k = c·1, c ≠ 0.

If an invertible C and a sign ε = ±1 satisfy

C g_a C⁻¹ = ε g_aᵀ for every a,

then

ε = (−1)^k.

Three dimensions (k = 1) therefore require ε = −1, and five dimensions (k = 2) require ε = +1.

The condition on the product has a physical meaning. In odd dimension the usual gamma matrices have two inequivalent irreducible representations, which differ in the sign of this product. If the product is a multiple of the identity, the spinor contains only one of the two, possibly in several copies.

## The sign decides what happens to the mass term

Take the naive discretisation of a free fermion on a finite periodic lattice, without a term that removes the doublers. It has central differences ∇_a, which are real antisymmetric matrices, and a mass m:

D(m) = Σ_a g_a ∇_a + m.

Let C act on the spinor index. Since ∇_aᵀ = −∇_a, the two signs give

ε = −1: C D(m) C⁻¹ = D(m)ᵀ,

ε = +1: C D(m) C⁻¹ = −D(−m)ᵀ.

When the gamma matrices satisfy the conditions of the theorem, such a C gives the first identity for k odd and the second for k even. Where the inverses exist, the first relates the propagator D(m)⁻¹ to its own transpose, and the second relates it to minus the transpose of the propagator with mass −m.

The sign matters when a four-dimensional code is extended to five dimensions by taking g_4 proportional to g_0 g_1 g_2 g_3. A matrix C with sign −1 on the first four gammas has sign +1 on g_4, so it fails as a five-dimensional charge conjugation. The matrix C g_4 has sign +1 on all five.

In an implementation, the relation can be tested without forming an inverse, by comparing C g_a with ε g_aᵀ C for each a. The invertibility of C has to be checked separately, since C = 0 would pass this comparison. The transpose here is the plain one, without complex conjugation.

## Carrying C through the product

Multiplying the conjugation relation by C from the right gives

C g_a = ε g_aᵀ C.

Write P = g_0 g_1 ⋯ g_2k and move C to the right, one factor at a time. Each step contributes one ε and one transpose:

C P = ε^(2k+1) g_0ᵀ g_1ᵀ ⋯ g_2kᵀ C = ε^(2k+1) (g_2k ⋯ g_1 g_0)ᵀ C.

The last form uses (AB)ᵀ = BᵀAᵀ. To restore the original order inside the bracket, every pair of factors must be exchanged once, at the cost of one minus sign per pair. There are (2k+1)(2k)/2 = 2k² + k pairs, and 2k² is even, so

g_2k ⋯ g_1 g_0 = (−1)^k P.

Now insert P = c·1, which equals its own transpose:

c C = ε^(2k+1) (−1)^k c C.

An invertible matrix of size at least 1 has a nonzero entry. Dividing that entry of the equation by c and by the entry itself leaves 1 = ε^(2k+1) (−1)^k, or

ε^(2k+1) = (−1)^k.

Up to here ε could be any complex number. For ε = ±1 the odd power equals ε itself, and the result follows. With k = 0 there is one matrix and no pair to exchange, and the formula gives ε = 1.

## The Pauli matrices, entry by entry

For k = 1 take g_0 = σ_x, g_1 = σ_y and g_2 = σ_z, whose product is i·1. The first and third are symmetric, and the second is antisymmetric. With C = g_1, which is its own inverse,

g_1 g_0 g_1 = −g_0 = −g_0ᵀ,

g_1 g_1 g_1 = g_1 = −g_1ᵀ,

g_1 g_2 g_1 = −g_2 = −g_2ᵀ.

So ε = −1 works. For ε = +1, C would have to commute with g_0 and g_2 and anticommute with g_1. Commuting with g_2 makes C diagonal, and commuting with g_0 makes its two diagonal entries equal, so C = t·1. This anticommutes with g_1 only if t = 0, and then C is not invertible.

## The derivation in Lean

```lean
import Mathlib

open Matrix

namespace OddDimensionChargeConjugation

noncomputable section

variable {n : Type*} [Fintype n] [DecidableEq n]

/-- Any two different matrices of the family anticommute. -/
def PairwiseAnticommute {d : ℕ} (g : Fin d → Matrix n n ℂ) : Prop :=
  ∀ a b, a ≠ b → g a * g b = -(g b * g a)

/-- The product of all gamma matrices, taken in the order of their indices. -/
def orderedProduct {d : ℕ} (g : Fin d → Matrix n n ℂ) : Matrix n n ℂ :=
  (List.ofFn g).prod

/-- The matrix `C` is invertible and conjugates every gamma matrix into `ε` times its
transpose. -/
def IsChargeConjugation {d : ℕ} (C : Matrix n n ℂ) (g : Fin d → Matrix n n ℂ) (ε : ℂ) : Prop :=
  IsUnit C ∧ ∀ a, C * g a * C⁻¹ = ε • (g a)ᵀ

/-- Charge conjugation written without the inverse: an invertible `C` intertwines the gamma
matrices with `ε` times their transposes. -/
theorem isChargeConjugation_iff {d : ℕ} (C : Matrix n n ℂ) (g : Fin d → Matrix n n ℂ) (ε : ℂ) :
    IsChargeConjugation C g ε ↔ IsUnit C ∧ ∀ a, C * g a = ε • ((g a)ᵀ * C) := by
  refine and_congr_right fun hC => forall_congr' fun a => ?_
  have hdet := (Matrix.isUnit_iff_isUnit_det C).mp hC
  constructor
  · intro h
    calc C * g a = C * g a * C⁻¹ * C := by
          rw [Matrix.mul_assoc (C * g a), Matrix.nonsing_inv_mul _ hdet, Matrix.mul_one]
      _ = ε • ((g a)ᵀ * C) := by rw [h, Matrix.smul_mul]
  · intro h
    rw [h, Matrix.smul_mul, Matrix.mul_assoc, Matrix.mul_nonsing_inv _ hdet, Matrix.mul_one]

/-- Moving a matrix through a product of matrices that all anticommute with it gives one
minus sign per factor. -/
theorem prod_mul_of_anticommute (x : Matrix n n ℂ) (l : List (Matrix n n ℂ))
    (h : ∀ y ∈ l, x * y = -(y * x)) :
    l.prod * x = (-1 : ℂ) ^ l.length • (x * l.prod) := by
  induction l with
  | nil => simp
  | cons y l ih =>
    have hy : y * x = -(x * y) := by rw [h y (by simp), neg_neg]
    have hl := ih (fun z hz => h z (List.mem_cons_of_mem _ hz))
    rw [List.prod_cons, List.length_cons, mul_assoc, hl, mul_smul_comm, ← mul_assoc, hy,
      pow_succ, neg_mul, mul_assoc, mul_neg_one, neg_smul, smul_neg]

/-- Reversing a product of `d` pairwise anticommuting matrices gives one minus sign for each
of the `d.choose 2` pairs. -/
theorem reverse_prod_of_anticommute (l : List (Matrix n n ℂ))
    (h : l.Pairwise fun x y => x * y = -(y * x)) :
    l.reverse.prod = (-1 : ℂ) ^ (l.length.choose 2) • l.prod := by
  induction l with
  | nil => simp
  | cons x l ih =>
    obtain ⟨hx, hl⟩ := List.pairwise_cons.mp h
    -- adding one factor adds one pair for each factor already present
    have hc : (l.length + 1).choose 2 = l.length.choose 2 + l.length := by
      have h' := Nat.choose_succ_succ l.length 1
      rw [Nat.choose_one_right] at h'
      exact h'.trans (add_comm _ _)
    rw [List.reverse_cons, List.prod_append, List.prod_singleton, ih hl, smul_mul_assoc,
      prod_mul_of_anticommute x l hx, smul_smul, ← pow_add, List.prod_cons, List.length_cons, hc]

/-- If `C * x = ε • (xᵀ * C)` for every matrix `x` in a list, then moving `C` through the product of
the list gives one factor `ε` per matrix and the transpose of the reversed product. -/
theorem conjugation_prod (C : Matrix n n ℂ) (ε : ℂ) (l : List (Matrix n n ℂ))
    (h : ∀ x ∈ l, C * x = ε • (xᵀ * C)) :
    C * l.prod = ε ^ l.length • ((l.reverse.prod)ᵀ * C) := by
  induction l with
  | nil => simp
  | cons x l ih =>
    have hl := ih (fun z hz => h z (List.mem_cons_of_mem _ hz))
    rw [List.prod_cons, ← mul_assoc, h x (by simp), smul_mul_assoc, mul_assoc, hl,
      mul_smul_comm, smul_smul, List.reverse_cons, List.prod_append, List.prod_singleton,
      Matrix.transpose_mul, List.length_cons, pow_succ', mul_assoc]

/-- For `d = 2k+1`, the sign `(-1)^(d.choose 2)` equals `(-1)^k`. -/
theorem reversal_sign_odd (k : ℕ) : (-1 : ℂ) ^ ((2 * k + 1).choose 2) = (-1) ^ k := by
  have h : (2 * k + 1) * (2 * k + 1 - 1) = 2 * (2 * (k * k) + k) := by
    rw [Nat.add_sub_cancel]
    ring
  rw [Nat.choose_two_right, h, Nat.mul_div_cancel_left _ two_pos, pow_add, pow_mul,
    neg_one_sq, one_pow, one_mul]

/-- If `2k+1` anticommuting gamma matrices multiply to a nonzero scalar, then the factor `ε`
of any charge conjugation, allowed to be any complex number, obeys `ε^(2k+1) = (-1)^k`. -/
theorem chargeConjugation_factor_pow [Nonempty n] {k : ℕ} {g : Fin (2 * k + 1) → Matrix n n ℂ}
    {C : Matrix n n ℂ} {c ε : ℂ} (hg : PairwiseAnticommute g)
    (hprod : orderedProduct g = c • (1 : Matrix n n ℂ)) (hc : c ≠ 0)
    (hC : IsChargeConjugation C g ε) : ε ^ (2 * k + 1) = (-1) ^ k := by
  obtain ⟨hunit, hint⟩ := (isChargeConjugation_iff C g ε).mp hC
  have hP : (List.ofFn g).prod = c • (1 : Matrix n n ℂ) := hprod
  have h1 := conjugation_prod C ε (List.ofFn g) (fun x hx => by
    obtain ⟨a, rfl⟩ : ∃ a, g a = x := by
      simpa only [List.mem_ofFn, Set.mem_range] using hx
    exact hint a)
  -- undo the reversal and insert the scalar value of the product
  rw [reverse_prod_of_anticommute _ (List.pairwise_ofFn.mpr fun i j hij => hg i j hij.ne),
    hP, List.length_ofFn, reversal_sign_odd, Matrix.transpose_smul, Matrix.transpose_smul,
    Matrix.transpose_one, mul_smul_comm, mul_one, smul_mul_assoc, smul_mul_assoc, one_mul,
    smul_smul, smul_smul] at h1
  -- compare a nonzero entry of C on both sides
  obtain ⟨i, j, hij⟩ : ∃ i j, C i j ≠ 0 := by
    by_contra hne
    push Not at hne
    exact hunit.ne_zero (by ext i j; exact hne i j)
  have h3 := congrFun (congrFun h1 i) j
  simp only [Matrix.smul_apply, smul_eq_mul] at h3
  have h4 : 1 = ε ^ (2 * k + 1) * (-1) ^ k :=
    mul_right_cancel₀ (mul_ne_zero hc hij) (by linear_combination h3)
  have hs : (-1 : ℂ) ^ k * (-1) ^ k = 1 := by
    rw [← mul_pow]
    norm_num
  linear_combination (-(-1 : ℂ) ^ k) * h4 - ε ^ (2 * k + 1) * hs

/-- In odd dimension `2k+1`, with gamma matrices multiplying to a nonzero scalar, a charge
conjugation with sign `ε = 1` or `ε = -1` must have `ε = (-1)^k`. -/
theorem chargeConjugation_sign [Nonempty n] {k : ℕ} {g : Fin (2 * k + 1) → Matrix n n ℂ}
    {C : Matrix n n ℂ} {c ε : ℂ} (hg : PairwiseAnticommute g)
    (hprod : orderedProduct g = c • (1 : Matrix n n ℂ)) (hc : c ≠ 0)
    (hε : ε = 1 ∨ ε = -1) (hC : IsChargeConjugation C g ε) : ε = (-1) ^ k := by
  have h := chargeConjugation_factor_pow hg hprod hc hC
  rcases hε with rfl | rfl
  · rwa [one_pow] at h
  · rwa [Odd.neg_one_pow ⟨k, rfl⟩] at h

/-- The doubled family: each gamma matrix in one block and its negative in the other. -/
def doubled {d : ℕ} (g : Fin d → Matrix n n ℂ) (a : Fin d) : Matrix (n ⊕ n) (n ⊕ n) ℂ :=
  fromBlocks (g a) 0 0 (-(g a))

/-- The doubled family still anticommutes, and a charge conjugation of the original family
with factor `ε` yields charge conjugations of the doubled one with both `ε` and `-ε`. -/
theorem doubled_both_signs {d : ℕ} {g : Fin d → Matrix n n ℂ} {C : Matrix n n ℂ} {ε : ℂ}
    (hg : PairwiseAnticommute g) (hC : IsChargeConjugation C g ε) :
    PairwiseAnticommute (doubled g) ∧
      IsChargeConjugation (fromBlocks C 0 0 C) (doubled g) ε ∧
      IsChargeConjugation (fromBlocks 0 C C 0) (doubled g) (-ε) := by
  obtain ⟨hunit, hint⟩ := (isChargeConjugation_iff C g ε).mp hC
  have hD : C * C⁻¹ = 1 :=
    Matrix.mul_nonsing_inv _ ((Matrix.isUnit_iff_isUnit_det C).mp hunit)
  refine ⟨fun a b hab => ?_, (isChargeConjugation_iff _ _ _).mpr ⟨?_, fun a => ?_⟩,
    (isChargeConjugation_iff _ _ _).mpr ⟨?_, fun a => ?_⟩⟩
  · simp [doubled, fromBlocks_multiply, fromBlocks_neg, hg a b hab]
  · have h : fromBlocks C 0 0 C * fromBlocks C⁻¹ 0 0 C⁻¹ = 1 := by
      simp [fromBlocks_multiply, hD]
    exact ⟨⟨_, _, h, mul_eq_one_comm.mp h⟩, rfl⟩
  · simp [doubled, fromBlocks_transpose, fromBlocks_multiply, fromBlocks_smul, hint a]
  · have h : fromBlocks 0 C C 0 * fromBlocks 0 C⁻¹ C⁻¹ 0 = 1 := by
      simp [fromBlocks_multiply, hD]
    exact ⟨⟨_, _, h, mul_eq_one_comm.mp h⟩, rfl⟩
  · simp [doubled, fromBlocks_transpose, fromBlocks_multiply, fromBlocks_smul, fromBlocks_neg,
      hint a]

/-- The three Pauli matrices. -/
def pauli : Fin (2 * 1 + 1) → Matrix (Fin 2) (Fin 2) ℂ :=
  ![!![0, 1; 1, 0], !![0, -Complex.I; Complex.I, 0], !![1, 0; 0, -1]]

/-- The Pauli matrices anticommute pairwise, multiply to the scalar `i`, and have the second
Pauli matrix as a charge conjugation with sign `-1`. -/
theorem pauli_witness :
    PairwiseAnticommute pauli ∧
      orderedProduct pauli = Complex.I • (1 : Matrix (Fin 2) (Fin 2) ℂ) ∧
      IsChargeConjugation (pauli 1) pauli (-1) := by
  refine ⟨fun a b hab => ?_, ?_, (isChargeConjugation_iff _ _ _).mpr ⟨?_, fun a => ?_⟩⟩
  · fin_cases a <;> fin_cases b <;> first
      | exact absurd rfl hab
      | (ext i j
         fin_cases i <;> fin_cases j <;> simp [pauli, Matrix.mul_apply, Fin.sum_univ_succ])
  · have h : orderedProduct pauli = pauli 0 * (pauli 1 * (pauli 2 * 1)) := rfl
    rw [h, mul_one (pauli 2)]
    ext i j
    fin_cases i <;> fin_cases j <;> simp [pauli, Matrix.mul_apply, Fin.sum_univ_succ]
  · have h : pauli 1 * pauli 1 = 1 := by
      ext i j
      fin_cases i <;> fin_cases j <;> simp [pauli, Matrix.mul_apply, Fin.sum_univ_succ]
    exact ⟨⟨_, _, h, h⟩, rfl⟩
  · fin_cases a <;> ext i j <;> fin_cases i <;> fin_cases j <;>
      simp [pauli, Matrix.mul_apply, Fin.sum_univ_succ]

end

end OddDimensionChargeConjugation
```

```lean
#print axioms OddDimensionChargeConjugation.chargeConjugation_sign
-- 'OddDimensionChargeConjugation.chargeConjugation_sign' depends on axioms: [propext, Classical.choice, Quot.sound]
#print axioms OddDimensionChargeConjugation.doubled_both_signs
-- 'OddDimensionChargeConjugation.doubled_both_signs' depends on axioms: [propext, Classical.choice, Quot.sound]
```

## How the file states and proves the result

The gamma matrices are a function `g` from `Fin (2 * k + 1)` to complex matrices, so their indices run from 0 to 2k as above. The finite type `n` labels spinor components, and `[Nonempty n]` expresses N ≥ 1. `PairwiseAnticommute` concerns different indices only: nothing is assumed about the squares of the matrices, so no metric signature or normalisation is fixed. `orderedProduct` multiplies in index order, and `IsChargeConjugation` combines the invertibility of C with the conjugation relation. The main theorem, `chargeConjugation_sign`, takes these conditions together with `hprod`, `hc` and ε = ±1, and concludes ε = (−1)^k. `chargeConjugation_factor_pow` is the version for complex ε.

The proof follows the derivation closely:

- `isChargeConjugation_iff` removes the inverse from the conjugation relation.
- `conjugation_prod` moves C through a list of matrices by induction, collecting the powers of ε and the transposed, reversed product.
- `prod_mul_of_anticommute` moves one matrix past a list. `reverse_prod_of_anticommute` uses it to reverse the whole list, again by induction, and counts the pairs as `l.length.choose 2`.
- `reversal_sign_odd` evaluates the resulting sign as (−1)^k.

In `chargeConjugation_factor_pow`, the long rewrite of `h1` produces the equation between multiples of C. The proof then picks a nonzero entry of C, cancels it together with c by `mul_right_cancel₀`, and finishes with `linear_combination`. The final theorem treats ε = 1 and ε = −1 separately.

Two further theorems test the hypotheses. `pauli_witness` confirms the anticommutation, the product i·1 and the conjugation by `pauli 1` in the example above. `doubled_both_signs` shows what can happen when the product is not scalar. It places g_a in one block and −g_a in the other, as in a four-component description of planar fermions. If the original 2k+1 matrices multiply to c·1 with c ≠ 0, the doubled ones multiply to c·1 in the first block and −c·1 in the second, because the number of factors is odd. That product is not scalar; this remark about the product is not part of the Lean theorem. The doubled matrices still anticommute. If C conjugates the original family with factor ε, then the block-diagonal matrix built from C conjugates the doubled family with ε, and the block-off-diagonal one does so with −ε, because it exchanges g_a with −g_a. For such doubled spinors both signs are therefore available whenever the original family has a charge conjugation with ε = ±1, and the dimension alone does not tell which sign a given C carries.

The theorem restricts the sign of a charge conjugation that is already given. It does not construct C for general k, and it does not determine whether C is symmetric or antisymmetric. That the product is scalar is a hypothesis, not derived from irreducibility, so a code should check it for its own gamma matrices. The matrices are exact and finite; rounding errors in stored arrays are not modelled, and the lattice operator D(m) does not appear in the file.
